# Odd equilibrium response and vanishing even harmonics in a symmetric convex one-dimensional well

A formal statement about a smooth response $x(E)$ has to say on which fields $E$ the response exists and what smooth means there. A well whose force is bounded has an equilibrium only for a bounded range of fields (for $V=\sqrt{1+y^2}$ the range is $|E|<1$), so the statement works on a window $|E|<R$ that is symmetric under $E\to-E$. Smoothness needs care because the conclusions are zeros, and Mathlib assigns the value zero both to the derivative of a function that is not differentiable and to the integral of one that is not integrable. The derivatives are therefore supplied as functions $D_0, D_1, D_2,\dots$, each required to be the true derivative of the one before on the window, and continuity of the driven signal is made part of the conclusion.

The model is a classical particle of unit charge with one coordinate $y$ and energy $V(y)-Ey$, where $V$ is even and $V'$ is strictly increasing. The particle sits at the displacement $x(E)$ where the restoring force $-V'$ balances the field. The result is the static counterpart, for a single classical coordinate, of a rule of perturbation theory: a system with an inversion-symmetric field-free Hamiltonian and a non-degenerate ground state has, in that state, no permanent dipole, no first hyperpolarizability and, in a weak uniform field oscillating at one frequency with zero mean, no second-harmonic or rectified dipole. Inertia, damping, resonances and quantum states are absent from the model.

## The model

```lean
import Mathlib

open Real Topology
open scoped ContDiff

namespace AdiabaticSelectionRule

noncomputable section
```

These lines load Mathlib and switch on notation: `π`, `cos` and `cosh` for the real constant and functions, `𝓝 E` for the neighbourhoods of a point, and `∞` for infinite differentiability.

```lean
/-- An even potential `V` with derivative `V'` everywhere and `V'` strictly increasing. -/
structure IsSymmetricWell (V V' : ℝ → ℝ) : Prop where
  even : ∀ y, V (-y) = V y
  hasDeriv : ∀ y, HasDerivAt V (V' y) y
  mono : StrictMono V'
```

A `structure` of type `Prop` is a named bundle of hypotheses. `V` and `V'` are two functions from reals to reals, and the prime is only part of a name. The field `even` says $V(-y)=V(y)$ for all $y$. The expression `HasDerivAt V (V' y) y` says that $V$ is differentiable at $y$ with derivative $V'(y)$, and this is what ties `V'` to `V`. `StrictMono V'` says that $u<v$ implies $V'(u)<V'(v)$, so the well is strictly convex. No second derivative of $V$ is assumed.

```lean
/-- `x E` balances the restoring force against the field, `V'(x E) = E`, for `|E| < R`. -/
def IsEquilibrium (V' x : ℝ → ℝ) (R : ℝ) : Prop :=
  ∀ E, |E| < R → V' (x E) = E
```

This is the force balance $V'(x(E))=E$ for every $|E|<R$. The function `x` has values outside the window too, but nothing constrains them. Existence of a solution is assumed.

```lean
/-- `D n` is the `n`-th field derivative of the response `x` for `|E| < R`. -/
def IsDerivTower (x : ℝ → ℝ) (D : ℕ → ℝ → ℝ) (R : ℝ) : Prop :=
  D 0 = x ∧ ∀ n E, |E| < R → HasDerivAt (D n) (D (n + 1) E) E
```

`D n` is the function $D_n$, with $D_0=x$ and $D_n'(E)=D_{n+1}(E)$ for $|E|<R$, so that $D_n=x^{(n)}$ on the window. If $x$ is read as the dipole moment of the unit charge about $y=0$, $D_0(0)$, $D_1(0)$, $D_2(0)$ and $D_3(0)$ are the permanent dipole, the polarizability and the first and second hyperpolarizabilities in the convention that divides the $n$-th Taylor term by $n!$. Smoothness is a separate assumption: $V=y^4/4$ is a symmetric well, and its response $E^{1/3}$ has no derivative at $E=0$.

```lean
/-- The displacement following the drive `E0 cos t` adiabatically. -/
def adiabaticResponse (x : ℝ → ℝ) (E0 : ℝ) (t : ℝ) : ℝ := x (E0 * cos t)
```

The signal is $p(t)=x(E_0\cos t)$, where $E_0$ (`E0`) is the drive amplitude and $t$ is the phase of the drive, frequency times time. The definition postulates that the particle is in equilibrium with the instantaneous field, and no equation of motion is solved.

```lean
/-- The `n`-th Fourier coefficient of a signal over the period `[0, 2π]`. -/
def harmonic (p : ℝ → ℝ) (n : ℤ) : ℂ :=
  1 / (2 * (π : ℂ)) *
    ∫ t in (0 : ℝ)..2 * π, Complex.exp (-((n : ℂ) * (t : ℂ)) * Complex.I) * (p t : ℂ)
```

In ordinary notation, for an integer $n$ of either sign,
$$c_n[p]=\frac{1}{2\pi}\int_0^{2\pi}e^{-int}\,p(t)\,dt .$$
The annotations `(n : ℂ)` and `(p t : ℂ)` view integers and reals as complex numbers. With this normalisation $c_0$ is the mean over a period, and $p=A\cos nt$ with $n\ge1$ has $c_n=A/2$.

## Parity of the force and of the response

```lean
/-- Reflecting the argument of a function flips the sign of its derivative. -/
theorem hasDerivAt_reflect {f : ℝ → ℝ} {f' a : ℝ} (h : HasDerivAt f f' (-a)) :
    HasDerivAt (fun y => f (-y)) (-f') a := by
  have h1 := HasDerivAt.comp a h (hasDerivAt_neg a)
  exact h1.congr_deriv (by ring)
```

This is the chain rule for a reflection: if $f$ has derivative `f'` (here a number) at $-a$, then $y\mapsto f(-y)$ has derivative $-f'$ at $a$. `HasDerivAt.comp` composes $f$ with the map $y\mapsto -y$, whose derivative is $-1$.

```lean
/-- The derivative of an even differentiable potential is odd. -/
theorem force_odd {V V' : ℝ → ℝ} (heven : ∀ y, V (-y) = V y)
    (hd : ∀ y, HasDerivAt V (V' y) y) (y : ℝ) : V' (-y) = -V' y := by
  have h1 := hasDerivAt_reflect (hd (-y))
  have h2 : (fun z => V (-z)) = V := funext heven
  rw [h2] at h1
  have h3 := h1.unique (hd y)
  linarith
```

Differentiating $V(-y)=V(y)$ gives $-V'(-y)=V'(y)$. In Lean, `h1` states that $z\mapsto V(-z)$ has derivative $-V'(-y)$ at $y$, and `h2` identifies that function with $V$. Then $V$ has two derivatives at $y$, `h1.unique` equates them, and `linarith` rearranges the equation.

```lean
/-- In a symmetric well the equilibrium displacement is odd in the field for `|E| < R`. -/
theorem response_odd {V V' x : ℝ → ℝ} {R : ℝ} (hV : IsSymmetricWell V V')
    (hx : IsEquilibrium V' x R) (E : ℝ) (hE : |E| < R) : x (-E) = -x E := by
  -- both displacements feel the same force, and the force is injective
  apply hV.mono.injective
  rw [force_odd hV.even hV.hasDeriv, hx E hE, hx (-E) (by rwa [abs_neg])]
```

For $|E|<R$ the claim is $x(-E)=-x(E)$. By hand,
$$V'(-x(E))=-V'(x(E))=-E=V'(x(-E)),$$
using oddness of $V'$ and then the force balance at $E$ and at $-E$; the second use is allowed because $|-E|=|E|<R$. A strictly increasing function is injective, so the arguments $-x(E)$ and $x(-E)$ agree. The line `apply hV.mono.injective` turns the goal into the equality of the two values of $V'$, and the three rewrites are the three equalities of the chain. No smoothness of $x$ enters.

It is tempting to conclude that $x$ is odd from evenness of $V$ alone. Evenness shows only that $-x(E)$ is some equilibrium at field $-E$. The double well $V=y^4/4-y^2/2$ is even with $V'=y^3-y$, and near zero field it has a smooth branch with $x(0)=1$. Differentiating $x^3-x=E$ twice gives $x'(0)=1/2$ and $x''(0)=-3/4$, so this branch has nonzero even orders. The hypothesis `mono` excludes the case by making the equilibrium unique.

```lean
/-- For `|E| < R`, the `n`-th field derivative of an odd response has parity `(-1)^(n+1)`. -/
theorem tower_parity {x : ℝ → ℝ} {D : ℕ → ℝ → ℝ} {R : ℝ}
    (hodd : ∀ E, |E| < R → x (-E) = -x E) (hD : IsDerivTower x D R) (n : ℕ) :
    ∀ E, |E| < R → D n (-E) = (-1) ^ (n + 1) * D n E := by
  induction n with
  | zero =>
    intro E hE
    rw [hD.1, hodd E hE]
    ring
  | succ n ih =>
    intro E hE
    have h1 := hasDerivAt_reflect (hD.2 n (-E) (by rwa [abs_neg]))
    have h2 : HasDerivAt (fun e => (-1 : ℝ) ^ (n + 1) * D n e)
        ((-1) ^ (n + 1) * D (n + 1) E) E := (hD.2 n E hE).const_mul _
    -- the parity relation of order n holds near E, so it may be differentiated
    have hopen : {e : ℝ | |e| < R} ∈ 𝓝 E :=
      (isOpen_lt continuous_abs continuous_const).mem_nhds hE
    have hev : (fun e => D n (-e)) =ᶠ[𝓝 E] fun e => (-1 : ℝ) ^ (n + 1) * D n e := by
      filter_upwards [hopen] with e he using ih e he
    have h3 := h1.unique (h2.congr_of_eventuallyEq hev)
    linear_combination -h3
```

For any response that is odd on the window, $D_n(-E)=(-1)^{n+1}D_n(E)$ for $|E|<R$. The case $n=0$ is oddness itself. For the induction step, assume the relation at order $n$ for all fields $e$ in the window and differentiate both sides at $e=E$:
$$-D_{n+1}(-E)=(-1)^{n+1}D_{n+1}(E),\qquad\text{so}\qquad D_{n+1}(-E)=(-1)^{n+2}D_{n+1}(E).$$
Here `h1` is the derivative of the left side and `h2` that of the right side. Agreement at the single point $E$ would not determine the derivatives; the proof uses that the identity holds on a whole neighbourhood of $E$. The window is open, which is `hopen`, and `hev` uses the symbol `=ᶠ[𝓝 E]` to say that the two sides agree near $E$. Uniqueness of the derivative gives `h3`, the first equation above, and `linear_combination -h3` multiplies it by $-1$.

## Even harmonics

```lean
/-- A continuous signal that changes sign after half a period has zero Fourier
coefficients at all even harmonics. -/
theorem harmonic_even_of_halfwave {p : ℝ → ℝ} (hp : Continuous p)
    (hanti : ∀ t, p (t + π) = -p t) (k : ℤ) : harmonic p (2 * k) = 0 := by
  -- the two half periods cancel for any continuous integrand with this sign change
  have key : ∀ g : ℝ → ℂ, Continuous g → (∀ t, g (t + π) = -g t) →
      ∫ t in (0 : ℝ)..2 * π, g t = 0 := by
    intro g hg hneg
    have h1 := intervalIntegral.integral_add_adjacent_intervals
      (μ := MeasureTheory.volume)
      (hg.intervalIntegrable 0 π) (hg.intervalIntegrable π (2 * π))
    have h2 := intervalIntegral.integral_comp_add_right (a := 0) (b := π) g π
    simp only [hneg, intervalIntegral.integral_neg, zero_add, ← two_mul] at h2
    rw [← h1, ← h2]
    ring
  unfold harmonic
  rw [key _ (by fun_prop), mul_zero]
  intro t
  -- the even-harmonic phase factor has period π
  have hphase : -(((2 * k : ℤ) : ℂ) * ((t + π : ℝ) : ℂ)) * Complex.I
      = -(((2 * k : ℤ) : ℂ) * (t : ℂ)) * Complex.I
        + ((-k : ℤ) : ℂ) * (2 * (π : ℂ) * Complex.I) := by
    push_cast
    ring
  rw [hphase, Complex.exp_add, Complex.exp_int_mul_two_pi_mul_I, hanti, Complex.ofReal_neg]
  ring
```

Let $p$ be continuous with $p(t+\pi)=-p(t)$, and let $k$ be any integer. The claim is $c_{2k}[p]=0$. Put $g(t)=e^{-2ikt}p(t)$. Since $e^{-2\pi ik}=1$,
$$g(t+\pi)=e^{-2ikt}\,e^{-2\pi ik}\,p(t+\pi)=-g(t),$$
and shifting the second half period back by $\pi$ gives
$$\int_0^{2\pi}g\,dt=\int_0^{\pi}g(t)\,dt+\int_0^{\pi}g(t+\pi)\,dt=0 .$$
The inner statement `key` is the second display for any continuous complex $g$ with this sign change: `h1` splits the interval at $\pi$ and `h2` is the shift. The rest is the first display, where `hphase` separates the extra exponent $-k\cdot 2\pi i$ and `Complex.exp_int_mul_two_pi_mul_I` sets its exponential to one. The tactic `fun_prop` supplies continuity of $g$.

```lean
/-- In a symmetric well a smooth equilibrium displacement is odd in the field for `|E| < R` and its
even-order derivatives vanish at zero field. For `|E0| < R` the adiabatic response to `E0 cos t` is
continuous and has zero Fourier coefficients at all even harmonics. -/
theorem selection_rule {V V' x : ℝ → ℝ} {D : ℕ → ℝ → ℝ} {R : ℝ} (hR : 0 < R)
    (hV : IsSymmetricWell V V') (hx : IsEquilibrium V' x R) (hD : IsDerivTower x D R) :
    (∀ E, |E| < R → x (-E) = -x E) ∧ (∀ k : ℕ, D (2 * k) 0 = 0) ∧
      ∀ E0, |E0| < R → Continuous (adiabaticResponse x E0) ∧
        ∀ k : ℤ, harmonic (adiabaticResponse x E0) (2 * k) = 0 := by
  have hodd := response_odd hV hx
  refine ⟨hodd, fun k => ?_, fun E0 hE0 => ?_⟩
  · have h := tower_parity hodd hD (2 * k) 0 (by simpa using hR)
    have hs : (-1 : ℝ) ^ (2 * k + 1) = -1 := Odd.neg_one_pow ⟨k, rfl⟩
    rw [neg_zero, hs] at h
    linarith
  · -- the drive stays inside the field window
    have hin : ∀ t, |E0 * cos t| < R := fun t => by
      rw [abs_mul]
      have h1 := mul_le_mul_of_nonneg_left (abs_cos_le_one t) (abs_nonneg E0)
      linarith
    have hc : Continuous (adiabaticResponse x E0) := by
      refine continuous_iff_continuousAt.2 fun t => ?_
      have h1 := (hD.2 0 _ (hin t)).continuousAt
      rw [hD.1] at h1
      exact ContinuousAt.comp (f := fun t => E0 * cos t) h1 (by fun_prop)
    refine ⟨hc, harmonic_even_of_halfwave hc fun t => ?_⟩
    unfold adiabaticResponse
    rw [cos_add_pi, mul_neg, hodd _ (hin t)]
```

This is the main theorem. Given $R>0$, a symmetric well, an equilibrium $x$ on the window and derivatives $D_n$, three things hold. First, $x(-E)=-x(E)$ for $|E|<R$. Second, $D_{2k}(0)=0$ for every natural number $k$, which includes $x(0)=0$ at $k=0$. Third, for every amplitude with $|E_0|<R$ the signal $p(t)=x(E_0\cos t)$ is continuous and $c_{2k}[p]=0$ for every integer $k$, including the mean $c_0$. The hypothesis `hR` places $E=0$ inside the window. The theorem says nothing about the size of the odd orders or odd harmonics.

The first claim is `response_odd`. For the second, the parity relation at $n=2k$ and $E=0$ reads $D_{2k}(0)=-D_{2k}(0)$, with `hs` evaluating the sign $(-1)^{2k+1}$. For the third, `hin` is the bound $|E_0\cos t|\le|E_0|<R$, so the drive never leaves the window. There $x$ is differentiable and hence continuous, and `hc` composes it with the continuous drive. Finally
$$p(t+\pi)=x(-E_0\cos t)=-x(E_0\cos t)=-p(t),$$
by `cos_add_pi` and oddness, and the previous theorem applies. The third claim uses the derivative hypothesis only at its lowest level, and it involves no expansion in powers of $E_0$.

## A converse

```lean
/-- If the equilibrium displacement exists for all fields, reaches every position and is
odd in the field, then the potential is even. -/
theorem potential_even_of_response_odd {V V' x : ℝ → ℝ} (hd : ∀ y, HasDerivAt V (V' y) y)
    (hx : ∀ E, V' (x E) = E) (hsurj : Function.Surjective x)
    (hodd : ∀ E, x (-E) = -x E) (y : ℝ) : V (-y) = V y := by
  -- the force is odd, so V(-z) - V(z) is constant
  have h0 : ∀ z, HasDerivAt (fun z => V (-z) - V z) 0 z := fun z => by
    obtain ⟨E, rfl⟩ := hsurj z
    refine ((hasDerivAt_reflect (hd (-x E))).fun_sub (hd (x E))).congr_deriv ?_
    rw [← hodd, hx, hx]
    ring
  have h1 := is_const_of_deriv_eq_zero (fun z => (h0 z).differentiableAt)
    (fun z => (h0 z).deriv) y 0
  simp only [neg_zero, sub_self] at h1
  linarith
```

Suppose $V'(x(E))=E$ for all real $E$, every position is $x(E)$ for some $E$ (`hsurj`), and $x$ is odd. Then $V$ is even. These hypotheses are global, with no window. Monotonicity of $V'$ is not assumed, but the first two hypotheses make $V'$ one-to-one, and a one-to-one derivative on the real line is strictly increasing or strictly decreasing. Let $W(z)=V(-z)-V(z)$ and write $z=x(E)$. Then $-z=x(-E)$ and
$$W'(z)=-V'(x(-E))-V'(x(E))=E-E=0 .$$
This is `h0`, where `obtain ⟨E, rfl⟩` replaces $z$ by $x(E)$. A function with zero derivative everywhere is constant, so $W(y)=W(0)=0$.

## The well $V=\cosh y$

```lean
/-- The iterated derivatives of an infinitely differentiable response form its tower of
field derivatives. -/
theorem tower_of_smooth {x : ℝ → ℝ} (hx : ContDiff ℝ ∞ x) (R : ℝ) :
    IsDerivTower x (fun n => iteratedDeriv n x) R := by
  refine ⟨iteratedDeriv_zero, fun n E _ => ?_⟩
  have hd : Differentiable ℝ (iteratedDeriv n x) :=
    (contDiff_infty.1 hx (n + 1)).differentiable_iteratedDeriv n
      (by exact_mod_cast Nat.lt_succ_self n)
  show HasDerivAt (iteratedDeriv n x) (iteratedDeriv (n + 1) x E) E
  rw [iteratedDeriv_succ]
  exact (hd E).hasDerivAt
```

`ContDiff ℝ ∞ x` says that $x$ is infinitely differentiable on the whole real line, and `iteratedDeriv n x` is its $n$-th derivative. The theorem says that these derivatives satisfy `IsDerivTower` for any $R$. The proof takes differentiability of $x^{(n)}$ from $x$ being $n+1$ times continuously differentiable, and `iteratedDeriv_succ` identifies its derivative with $x^{(n+1)}$. A response that is smooth only on the window is not covered by this lemma, although `selection_rule` accepts its derivatives if they are supplied directly.

```lean
/-- The potential `cosh` is a symmetric well with derivative `sinh` and smooth equilibrium
displacement `arsinh`. -/
theorem selection_rule_witness (R : ℝ) :
    IsSymmetricWell cosh sinh ∧ IsEquilibrium sinh arsinh R ∧
      IsDerivTower arsinh (fun n => iteratedDeriv n arsinh) R :=
  ⟨⟨cosh_neg, hasDerivAt_cosh, sinh_strictMono⟩, fun E _ => sinh_arsinh E,
    tower_of_smooth contDiff_arsinh R⟩
```

The anharmonic well $V=\cosh y$ with $V'=\sinh y$ and $x=\operatorname{arsinh}E$ meets the three structural hypotheses of the main theorem for every $R$. Each part is a Mathlib fact about these functions, and the derivatives come from the previous lemma.

Take $E_0=3/4$ and use $\operatorname{arsinh}E=\ln(E+\sqrt{1+E^2})$. Then $p(0)=\ln(3/4+5/4)=\ln2$ and $p(\pi)=\ln(-3/4+5/4)=-\ln 2$. With $s=\operatorname{arsinh}(3/8)\approx0.367$, the samples $p_j=p(j\pi/3)$ for $j=0,\dots,5$ are $\ln2,\ s,\ -s,\ -\ln2,\ -s,\ s$. The discrete estimate $\frac16\sum_j e^{-inj\pi/3}p_j$ of $c_n$ vanishes at $n=0$ and $n=2$, because the phase factor is the same at $j$ and $j+3$ while $p_{j+3}=-p_j$. At $n=1$ it equals $(2\ln2+2s)/6\approx0.353$.

The same pairing decides what a program returns. A discrete Fourier transform over one period with an even number $N$ of equally spaced samples contains $t+\pi$ (modulo the period) whenever it contains $t$, so its even bins vanish up to rounding. With odd $N$, bin $n$ also collects $c_{n-N}$, and for even $n$ that is an odd harmonic. In a finite-field estimate of $D_2(0)$ with step $h$, the central difference $[x(h)-2x(0)+x(-h)]/h^2$ is zero for an odd $x$ at any $h$, whereas the one-sided form $[x(2h)-2x(h)+x(0)]/h^2$ at $h=3/8$ gives $(\ln2-2s)/h^2\approx-0.29$, a discretisation error that comes from the odd orders. These numbers and sampling remarks, like the quartic and double-well examples above, are worked on paper and are not among the theorems.

## A displaced well

```lean
/-- The displaced well `(y - a)² / 2` has strictly increasing derivative and equilibrium
`E + a`, and the zeroth harmonic of its adiabatic response equals `a`. -/
theorem displaced_well_zeroth_harmonic (a E0 R : ℝ) :
    (∀ y, HasDerivAt (fun y : ℝ => (y - a) ^ 2 / 2) (y - a) y) ∧
      StrictMono (fun y : ℝ => y - a) ∧ IsEquilibrium (fun y => y - a) (fun E => E + a) R ∧
      harmonic (adiabaticResponse (fun E => E + a) E0) 0 = a := by
  refine ⟨fun y => ?_, fun u v h => sub_lt_sub_right h a, fun E _ => by simp, ?_⟩
  · exact ((((hasDerivAt_id' y).sub_const a).fun_pow 2).div_const 2).congr_deriv (by simp)
  · have hI : ∫ t in (0 : ℝ)..2 * π, (E0 * cos t + a) = 2 * π * a := by
      rw [intervalIntegral.integral_add (Continuous.intervalIntegrable (by fun_prop) _ _)
        (Continuous.intervalIntegrable (by fun_prop) _ _)]
      simp
    have hpi : (π : ℂ) ≠ 0 := Complex.ofReal_ne_zero.2 pi_ne_zero
    unfold harmonic adiabaticResponse
    simp only [Int.cast_zero, zero_mul, neg_zero, Complex.exp_zero, one_mul]
    rw [intervalIntegral.integral_ofReal, hI]
    push_cast
    field_simp

end

end AdiabaticSelectionRule
```

For any real $a$, $E_0$ and $R$, the potential $(y-a)^2/2$ has derivative $y-a$, this derivative is strictly increasing, $x(E)=E+a$ is an equilibrium, and the zeroth harmonic of the adiabatic response equals $a$. The computation is
$$c_0=\frac1{2\pi}\int_0^{2\pi}(E_0\cos t+a)\,dt=\frac{0+2\pi a}{2\pi}=a,$$
where `hI` is the real integral and `intervalIntegral.integral_ofReal` carries it into the complex definition. For $a\neq0$ the fields `hasDeriv` and `mono` and the force balance all hold, the potential is not even about the origin, and an even harmonic is nonzero. The well is still symmetric about $y=a$, and the mean $a$ is present without any drive. The example therefore shows a constant offset measured from $y=0$, and neither rectification nor a second-harmonic signal.

```lean
#print axioms AdiabaticSelectionRule.selection_rule
-- 'AdiabaticSelectionRule.selection_rule' depends on axioms: [propext, Classical.choice, Quot.sound]
#print axioms AdiabaticSelectionRule.potential_even_of_response_odd
-- 'AdiabaticSelectionRule.potential_even_of_response_odd' depends on axioms: [propext, Classical.choice, Quot.sound]
#print axioms AdiabaticSelectionRule.displaced_well_zeroth_harmonic
-- 'AdiabaticSelectionRule.displaced_well_zeroth_harmonic' depends on axioms: [propext, Classical.choice, Quot.sound]
```
